# In the Thomas–Fermi model, a delta-doped sheet has a shifted inverse-fourth-power potential

A very thin layer of donors is grown into an otherwise undoped semiconductor. The ionised donors form a positively charged sheet at $z=0$, and the electrons they release gather around it in a well whose shape they help to set. How deep is the well, and how does it fade with distance?

Let $V(z)$ be the Fermi level minus the local conduction-band edge. In the zero-temperature Thomas–Fermi approximation, with one isotropic parabolic band and spin degeneracy two, the electron density is

$$n(z)=\frac{1}{3\pi^2}\left(\frac{2mV(z)}{\hbar^2}\right)^{3/2},$$

where $m$ is the effective mass. With permittivity $\varepsilon$ and elementary charge $e$, Poisson's equation away from the sheet is $V''=e^2n/\varepsilon$, that is,

$$V''=c\,V^{3/2},\qquad c=\frac{e^2}{3\pi^2\varepsilon}\left(\frac{2m}{\hbar^2}\right)^{3/2}.$$

The well is symmetric, so the half-line $z\ge 0$ suffices. If the sheet holds $N$ donors per area, Gauss's law gives $V'(0^+)=-s$ with $s=e^2N/(2\varepsilon)$: each side receives half the flux. Far away the band edge approaches the Fermi level, so $V\to0$.

In Lean 4 with Mathlib:

```lean
import Mathlib

open Set Filter Topology MeasureTheory

namespace DeltaDopedThomasFermi

noncomputable section
```

## The boundary-value problem

The formal problem keeps only the positive numbers $c$ and $s$; their expressions in material constants belong to the physical reading. `IsProfile c s V F` says that $V$ is nonnegative, has slope $F$, obeys $F'=cV^{3/2}$, starts with $F(0)=-s$ and tends to zero.

The derivatives are taken within `Ici 0`, the set $[0,\infty)$, so they are one-sided at the sheet and ordinary for $z>0$. Nothing is required of $V$ at negative $z$. Since $V$ is differentiable, $cV^{3/2}$ is continuous, and $V$ is therefore twice continuously differentiable on the half-line without a separate assumption. Strict positivity is not assumed either.

The model has no background doping, no quantised subbands, and no exchange or correlation.

```lean
/-- A nonnegative potential `V` with slope `F` on the half-line `z ≥ 0` that obeys the
Thomas-Fermi-Poisson equation `V'' = c V^(3/2)`, has slope `-s` at the doped sheet `z = 0`,
and vanishes far from it. -/
structure IsProfile (c s : ℝ) (V F : ℝ → ℝ) : Prop where
  nonneg : ∀ z, 0 ≤ z → 0 ≤ V z
  slope_eq : ∀ z, 0 ≤ z → HasDerivWithinAt V (F z) (Ici 0) z
  poisson : ∀ z, 0 ≤ z → HasDerivWithinAt F (c * V z ^ (3 / 2 : ℝ)) (Ici 0) z
  sheet : F 0 = -s
  decay : Tendsto V atTop (𝓝 0)
```

## Finding the power and its constants

Try $V=A/(z+b)^p$. Then $V''=p(p+1)A/(z+b)^{p+2}$, while $cV^{3/2}=cA^{3/2}/(z+b)^{3p/2}$. Equal exponents require $p+2=3p/2$, so $p=4$. Equal coefficients require $20A=cA^{3/2}$, so $\sqrt A=20/c$. The amplitude is $\alpha=400/c^2$, called `amp`.

```lean
/-- The amplitude `α = 400 / c²`. -/
def amp (c : ℝ) : ℝ := 400 / c ^ 2
```

The shift $b=z_0$ follows from the sheet condition: $-4\alpha/z_0^5=-s$ gives $z_0^5=4\alpha/s$. Its positive fifth root is `offset`.

```lean
/-- The length `z₀ = (4 α / s)^(1/5)`. -/
def offset (c s : ℝ) : ℝ := (4 * amp c / s) ^ (1 / 5 : ℝ)
```

The candidate potential is therefore $\alpha/(z+z_0)^4$.

```lean
/-- The potential `α / (z + z₀)⁴`. -/
def potential (c s z : ℝ) : ℝ := amp c / (z + offset c s) ^ 4
```

Its slope is $-4\alpha/(z+z_0)^5$.

```lean
/-- The slope `-4 α / (z + z₀)⁵`. -/
def slope (c s z : ℝ) : ℝ := -4 * amp c / (z + offset c s) ^ 5
```

## At most one decaying solution

Uniqueness rests on a monotonicity argument. If $g'\ge0$ on the half-line, then $g$ is nondecreasing there. The lemma turns the one-sided derivative into an ordinary one in the interior and uses continuity at the endpoint.

```lean
/-- A function on the half-line with nonnegative derivative is nondecreasing. -/
lemma monotone_of_slope {g g' : ℝ → ℝ}
    (h : ∀ z, 0 ≤ z → HasDerivWithinAt g (g' z) (Ici 0) z)
    (h0 : ∀ z, 0 ≤ z → 0 ≤ g' z) : MonotoneOn g (Ici 0) := by
  have hd : ∀ z ∈ interior (Ici (0 : ℝ)), HasDerivAt g (g' z) z := by
    intro z hz
    rw [interior_Ici] at hz
    exact (h z (le_of_lt hz)).hasDerivAt (Ici_mem_nhds hz)
  refine monotoneOn_of_deriv_nonneg (convex_Ici 0)
    (fun z hz => (h z hz).continuousWithinAt)
    (fun z hz => (hd z hz).differentiableAt.differentiableWithinAt) ?_
  intro z hz
  rw [(hd z hz).deriv]
  exact h0 z (interior_subset hz)
```

Now let $V$ and $W$ be nonnegative solutions of $V''=\rho(V)$, with slopes $F$ and $G$, for any nondecreasing charge law $\rho$. Suppose that $F(0)=G(0)$ and $V-W\to0$. Put $D=V-W$, so that $D'=F-G$. Then

$$(DD')'=D'^2+D\,[\rho(V)-\rho(W)]\ge0,$$

because $D$ and $\rho(V)-\rho(W)$ cannot have opposite signs. Since $D'(0)=0$, the product $DD'$ starts at zero and stays nonnegative. Hence $(D^2)'=2DD'\ge0$, and for every $t\ge z$,

$$0\le D(z)^2\le D(t)^2.$$

Letting $t\to\infty$ gives $D(z)=0$.

In the code, `hP` is the monotonicity of $DD'$, with the sign argument split according to which potential is larger. `hQ` is the monotonicity of $D^2$, and `ge_of_tendsto` takes the limit.

```lean
/-- For any nondecreasing charge law `ρ`, two nonnegative solutions of `V'' = ρ(V)` on the
half-line with equal slope at the origin and with difference tending to zero coincide. -/
theorem poisson_unique {ρ V W F G : ℝ → ℝ} (hρ : MonotoneOn ρ (Ici 0))
    (hV0 : ∀ z, 0 ≤ z → 0 ≤ V z) (hW0 : ∀ z, 0 ≤ z → 0 ≤ W z)
    (hV : ∀ z, 0 ≤ z → HasDerivWithinAt V (F z) (Ici 0) z)
    (hW : ∀ z, 0 ≤ z → HasDerivWithinAt W (G z) (Ici 0) z)
    (hF : ∀ z, 0 ≤ z → HasDerivWithinAt F (ρ (V z)) (Ici 0) z)
    (hG : ∀ z, 0 ≤ z → HasDerivWithinAt G (ρ (W z)) (Ici 0) z)
    (h0 : F 0 = G 0) (hlim : Tendsto (fun z => V z - W z) atTop (𝓝 0)) :
    ∀ z, 0 ≤ z → V z = W z := by
  -- the product of the difference and its slope is nondecreasing
  have hP : MonotoneOn (fun z => (V z - W z) * (F z - G z)) (Ici 0) := by
    refine monotone_of_slope (g' := fun z => (F z - G z) * (F z - G z)
      + (V z - W z) * (ρ (V z) - ρ (W z)))
      (fun z hz => ((hV z hz).sub (hW z hz)).mul ((hF z hz).sub (hG z hz))) ?_
    intro z hz
    have h1 : 0 ≤ (V z - W z) * (ρ (V z) - ρ (W z)) := by
      rcases le_total (V z) (W z) with h | h
      · have h2 := hρ (hV0 z hz) (hW0 z hz) h
        nlinarith [mul_nonneg (sub_nonneg.2 h) (sub_nonneg.2 h2)]
      · have h2 := hρ (hW0 z hz) (hV0 z hz) h
        exact mul_nonneg (sub_nonneg.2 h) (sub_nonneg.2 h2)
    exact add_nonneg (mul_self_nonneg _) h1
  -- hence so is the squared difference
  have hQ : MonotoneOn (fun z => (V z - W z) * (V z - W z)) (Ici 0) := by
    refine monotone_of_slope (g' := fun z => (F z - G z) * (V z - W z)
      + (V z - W z) * (F z - G z))
      (fun z hz => ((hV z hz).sub (hW z hz)).mul ((hV z hz).sub (hW z hz))) ?_
    intro z hz
    have h1 : (V 0 - W 0) * (F 0 - G 0) ≤ (V z - W z) * (F z - G z) :=
      hP (mem_Ici.2 le_rfl) (mem_Ici.2 hz) hz
    rw [h0, sub_self, mul_zero] at h1
    show 0 ≤ (F z - G z) * (V z - W z) + (V z - W z) * (F z - G z)
    linarith [mul_comm (F z - G z) (V z - W z)]
  -- a nondecreasing square that tends to zero vanishes
  intro z hz
  have hl : Tendsto (fun z => (V z - W z) * (V z - W z)) atTop (𝓝 0) := by
    simpa using hlim.mul hlim
  have h1 : (V z - W z) * (V z - W z) ≤ 0 := by
    refine ge_of_tendsto hl ?_
    filter_upwards [eventually_ge_atTop z] with t ht
    exact hQ (mem_Ici.2 hz) (mem_Ici.2 (hz.trans ht)) ht
  exact sub_eq_zero.1 (mul_self_eq_zero.1 (le_antisymm h1 (mul_self_nonneg _)))
```

The monotonicity of $\rho$ matters. Take $\rho(v)=6v^2-8v^3$, which falls for $v>1/2$. Then $V=1/(1+z^2)$ satisfies

$$V''=\frac{6z^2-2}{(1+z^2)^3}=6V^2-8V^3,$$

and $W=0$ solves the same equation. Both are nonnegative, both have zero slope at the origin, and their difference tends to zero, yet they differ.

## Checking the inverse fourth power

For $c,s>0$ the number $4\alpha/s$ is positive, so its fifth root is positive and has the required fifth power.

```lean
/-- The length `z₀` is positive and satisfies `z₀⁵ = 4 α / s`. -/
theorem offset_spec {c s : ℝ} (hc : 0 < c) (hs : 0 < s) :
    0 < offset c s ∧ offset c s ^ 5 = 4 * amp c / s := by
  have h : 0 < 4 * amp c / s := by unfold amp; positivity
  refine ⟨Real.rpow_pos_of_pos h _, ?_⟩
  rw [offset, ← Real.rpow_natCast, ← Real.rpow_mul h.le]
  norm_num
```

Both differentiations of the candidate are instances of

$$\frac{d}{dz}\frac{A}{(z+b)^{n+1}}=-\frac{(n+1)A}{(z+b)^{n+2}},\qquad z+b\ne0.$$

The case $n=3$, $A=\alpha$ gives the slope. The case $n=4$, $A=-4\alpha$ gives the second derivative $20\alpha/(z+z_0)^6$.

```lean
/-- The derivative of a shifted inverse power. -/
lemma hasDerivAt_inv_power (A b : ℝ) (n : ℕ) {z : ℝ} (h : z + b ≠ 0) :
    HasDerivAt (fun x => A / (x + b) ^ (n + 1))
      (-((n : ℝ) + 1) * A / (z + b) ^ (n + 2)) z := by
  have h1 : HasDerivAt (fun x => (x + b) ^ (n + 1)) (((n : ℝ) + 1) * (z + b) ^ n) z :=
    (((hasDerivAt_id' z).add_const b).fun_pow (n + 1)).congr_deriv (by simp)
  refine ((hasDerivAt_const z A).fun_div h1 (pow_ne_zero _ h)).congr_deriv ?_
  rw [div_eq_div_iff (pow_ne_zero _ (pow_ne_zero _ h)) (pow_ne_zero _ h)]
  ring
```

For the charge, write $y=z+z_0>0$. The potential is a perfect square, $400/(c^2y^4)=(20/(cy^2))^2$, so its $3/2$ power is a cube:

$$c\left(\frac{400}{c^2y^4}\right)^{3/2}=c\,\frac{8000}{c^3y^6}=\frac{8000}{c^2y^6}.$$

This equals $20\alpha/y^6$, as Poisson's equation demands.

```lean
/-- The Thomas-Fermi charge of an inverse fourth power is an inverse sixth power. -/
lemma charge_eq {c y : ℝ} (hc : 0 < c) (hy : 0 < y) :
    c * (400 / c ^ 2 / y ^ 4) ^ (3 / 2 : ℝ) = 8000 / c ^ 2 / y ^ 6 := by
  have h1 : 400 / c ^ 2 / y ^ 4 = (20 / (c * y ^ 2)) ^ 2 := by ring
  have h2 : (0 : ℝ) ≤ 20 / (c * y ^ 2) := by positivity
  rw [h1, ← Real.rpow_natCast (20 / (c * y ^ 2)) 2, ← Real.rpow_mul h2,
    show ((2 : ℕ) : ℝ) * (3 / 2) = ((3 : ℕ) : ℝ) by norm_num, Real.rpow_natCast]
  field_simp
  norm_num
```

The potential and its slope also vanish at infinity, since a positive power of $z+b$ grows without bound.

```lean
/-- A shifted inverse power vanishes at infinity. -/
lemma tendsto_inv_power (A b : ℝ) {n : ℕ} (hn : n ≠ 0) :
    Tendsto (fun z : ℝ => A / (z + b) ^ n) atTop (𝓝 0) :=
  ((tendsto_pow_atTop hn).comp
    (tendsto_atTop_add_const_right atTop b tendsto_id)).const_div_atTop A
```

These facts supply the five conditions of `IsProfile` in order: nonnegativity, the slope, Poisson's equation, the sheet condition $-4\alpha/z_0^5=-s$, and decay.

```lean
/-- The potential `α / (z + z₀)⁴` solves the delta-doped Thomas-Fermi problem. -/
theorem potential_isProfile {c s : ℝ} (hc : 0 < c) (hs : 0 < s) :
    IsProfile c s (potential c s) (slope c s) := by
  obtain ⟨hb, hb5⟩ := offset_spec hc hs
  have ha : 0 < amp c := by unfold amp; positivity
  refine ⟨fun z hz => ?_, fun z hz => ?_, fun z hz => ?_, ?_, ?_⟩
  · unfold potential; positivity
  · have hy : z + offset c s ≠ 0 := by positivity
    exact ((hasDerivAt_inv_power (amp c) (offset c s) 3 hy).congr_deriv
      (by simp only [slope]; norm_num)).hasDerivWithinAt
  · have hy : 0 < z + offset c s := by positivity
    refine ((hasDerivAt_inv_power (-4 * amp c) (offset c s) 4 hy.ne').congr_deriv
      ?_).hasDerivWithinAt
    simp only [potential, amp]
    rw [charge_eq hc hy]
    generalize z + offset c s = y
    push_cast
    ring
  · rw [slope, zero_add, hb5]
    field_simp
  · exact tendsto_inv_power _ _ (by norm_num)
```

## Solving the problem is the same as having this form

The main theorem states that, for $c,s>0$, functions $V$ and $F$ satisfy `IsProfile c s V F` exactly when, for all $z\ge0$,

$$V(z)=\frac{\alpha}{(z+z_0)^4},\qquad F(z)=-\frac{4\alpha}{(z+z_0)^5}.$$

From left to right, $\rho(v)=cv^{3/2}$ is nondecreasing on $v\ge0$, so `poisson_unique` identifies $V$ with the candidate. The slopes then agree because a one-sided derivative on the half-line is unique, including at $z=0$. From right to left, the five conditions carry over from the candidate to functions that equal it on $z\ge0$.

Within this zero-temperature local-density model, the profile gives an exact reference for a numerical Poisson solver that uses the same charge law.

```lean
/-- Delta-doped Thomas-Fermi theorem: `V` with slope `F` solves the problem if and only if
`V = α / (z + z₀)⁴` and `F = -4 α / (z + z₀)⁵` on the half-line `z ≥ 0`. -/
theorem isProfile_iff {c s : ℝ} (hc : 0 < c) (hs : 0 < s) (V F : ℝ → ℝ) :
    IsProfile c s V F ↔ ∀ z, 0 ≤ z → V z = potential c s z ∧ F z = slope c s z := by
  have p := potential_isProfile hc hs
  constructor
  · intro h
    have hρ : MonotoneOn (fun v : ℝ => c * v ^ (3 / 2 : ℝ)) (Ici 0) := fun x hx y _ hxy =>
      mul_le_mul_of_nonneg_left (Real.rpow_le_rpow hx hxy (by norm_num)) hc.le
    have hVW := poisson_unique hρ h.nonneg p.nonneg h.slope_eq p.slope_eq h.poisson p.poisson
      (h.sheet.trans p.sheet.symm) (by simpa using h.decay.sub p.decay)
    intro z hz
    -- equal potentials have equal slopes, also at the sheet
    have h1 := (p.slope_eq z hz).congr (fun x hx => hVW x hx) (hVW z hz)
    exact ⟨hVW z hz, (uniqueDiffOn_Ici (0 : ℝ) z hz).eq_deriv _ (h.slope_eq z hz) h1⟩
  · intro h
    refine ⟨fun z hz => ?_, fun z hz => ?_, fun z hz => ?_, ?_, ?_⟩
    · rw [(h z hz).1]; exact p.nonneg z hz
    · rw [(h z hz).2]
      exact (p.slope_eq z hz).congr (fun x hx => (h x hx).1) (h z hz).1
    · rw [(h z hz).1]
      exact (p.poisson z hz).congr (fun x hx => (h x hx).2) (h z hz).2
    · rw [(h 0 le_rfl).2]; exact p.sheet
    · refine p.decay.congr' ?_
      filter_upwards [eventually_ge_atTop 0] with z hz
      exact (h z hz).1.symm
```

## The electrons balance the donors

Since $F'=cV^{3/2}$ and $F\to0$, integration gives

$$\int_0^\infty cV^{3/2}\,dz=\lim_{z\to\infty}F(z)-F(0)=0-(-s)=s.$$

In physical units, the electrons on one side number $N/2$ per area, and the two sides together compensate the sheet. Neutrality is thus a consequence of the boundary conditions.

The proof reads the limit of $F$ from the explicit slope. Because the integrand is nonnegative, the fundamental theorem on the half-line yields integrability as well as the value.

```lean
/-- Neutrality: the charge density `c V^(3/2)` is integrable over the half-line and its
integral equals `s`. -/
theorem neutrality {c s : ℝ} (hc : 0 < c) (hs : 0 < s) {V F : ℝ → ℝ}
    (h : IsProfile c s V F) :
    IntegrableOn (fun z => c * V z ^ (3 / 2 : ℝ)) (Ioi 0) ∧
      ∫ z in Ioi (0 : ℝ), c * V z ^ (3 / 2 : ℝ) = s := by
  -- the slope vanishes at infinity
  have hF : Tendsto F atTop (𝓝 0) := by
    have h1 : Tendsto (slope c s) atTop (𝓝 0) := tendsto_inv_power _ _ (by norm_num)
    refine h1.congr' ?_
    filter_upwards [eventually_ge_atTop 0] with z hz
    exact ((isProfile_iff hc hs V F).1 h z hz).2.symm
  have hcont := (h.poisson 0 le_rfl).continuousWithinAt
  have hd : ∀ z ∈ Ioi (0 : ℝ), HasDerivAt F (c * V z ^ (3 / 2 : ℝ)) z := fun z hz =>
    (h.poisson z (le_of_lt hz)).hasDerivAt (Ici_mem_nhds hz)
  have hpos : ∀ z ∈ Ioi (0 : ℝ), 0 ≤ c * V z ^ (3 / 2 : ℝ) := fun z hz =>
    mul_nonneg hc.le (Real.rpow_nonneg (h.nonneg z (le_of_lt hz)) _)
  refine ⟨integrableOn_Ioi_deriv_of_nonneg hcont hd hpos hF, ?_⟩
  rw [integral_Ioi_of_hasDerivAt_of_nonneg hcont hd hpos hF, h.sheet]
  ring
```

## Well depth against doping

At the sheet $V(0)=\alpha/z_0^4$. Taking the fifth power lets $z_0^5=4\alpha/s$ be inserted without roots:

$$V(0)^5=\frac{\alpha^5}{(z_0^5)^4}=\frac{\alpha s^4}{256}=\frac{25\,s^4}{16\,c^2}.$$

The depth of the well below the Fermi level therefore grows as $s^{4/5}$ at fixed $c$: doubling the donor density multiplies it by $2^{4/5}\approx1.74$. The proof follows the same route, rewriting $(z_0^4)^5$ as $(z_0^5)^4$ before substituting.

```lean
/-- The potential at the doped sheet satisfies `V(0)⁵ = 25 s⁴ / (16 c²)`. -/
theorem sheet_potential {c s : ℝ} (hc : 0 < c) (hs : 0 < s) {V F : ℝ → ℝ}
    (h : IsProfile c s V F) : V 0 ^ 5 = 25 * s ^ 4 / (16 * c ^ 2) := by
  rw [((isProfile_iff hc hs V F).1 h 0 le_rfl).1, potential, zero_add, div_pow,
    show (offset c s ^ 4) ^ 5 = (offset c s ^ 5) ^ 4 by ring, (offset_spec hc hs).2, amp]
  field_simp
  norm_num

end

end DeltaDopedThomasFermi
```

```lean
#print axioms DeltaDopedThomasFermi.neutrality
#print axioms DeltaDopedThomasFermi.sheet_potential
```

```
'DeltaDopedThomasFermi.neutrality' depends on axioms: [propext, Classical.choice, Quot.sound]
'DeltaDopedThomasFermi.sheet_potential' depends on axioms: [propext, Classical.choice, Quot.sound]
```
